# The mean squared end-to-end height difference of a one-dimensional solid-on-solid interface grows linearly with its length

An interface built from N independent integer height steps n_0, …, n_{N−1}, with Boltzmann weight exp(−y ∑ |n_i|) and y > 0, has the partition function and mean squared end-to-end height difference

Z_N = coth(y/2)^N

⟨(∑ n_i)²⟩ = N / (2 sinh²(y/2)).

The physical question is how far a line separating two phases in a plane, or a step edge on a crystal surface, wanders through thermal fluctuations. Here y = J/(k_B T), where J > 0 is the energy cost per unit of step height, k_B is Boltzmann's constant and T is the temperature. Heights are measured in lattice units.

```lean
import Mathlib

open Filter

namespace SolidOnSolidInterface

noncomputable section
```

## Steps, heights and thermal averages

A single step n has weight

w(n) = exp(−y|n|).

In Lean, y is a real number and n an integer, cast to ℝ inside the absolute value.

```lean
/-- Boltzmann weight of a single height step `n` with reduced step energy `y` per unit height. -/
def stepWeight (y : ℝ) (n : ℤ) : ℝ := Real.exp (-y * |(n : ℝ)|)
```

A configuration is a function `Fin N → ℤ`, which lists the N steps with indices from 0 to N−1. Its weight W(n) is the exponential of the summed step energies. The last height is free, so the steps are not constrained to add up to zero.

```lean
/-- Boltzmann weight of an interface with height steps `n i`. -/
def weight {N : ℕ} (y : ℝ) (n : Fin N → ℤ) : ℝ := Real.exp (-y * ∑ i, |(n i : ℝ)|)
```

With column 0 at height zero, column k has height

h_k = ∑_{i<k} n_i.

```lean
/-- For `k ≤ N`, the height of the interface at column `k`, measured from column `0`: the sum of the
first `k` steps. -/
def height {N : ℕ} (n : Fin N → ℤ) (k : ℕ) : ℤ := ∑ i : Fin N, if i.val < k then n i else 0
```

The thermal mean of an observable A is the normalised average

⟨A⟩ = ∑_n A(n) W(n) / ∑_n W(n),

where both sums run over all configurations. Lean's `∑'` assigns the value 0 to a divergent sum, so the theorems that evaluate a mean, `height_difference_sq` and `end_to_end_sq`, also state `Summable` for the numerator; the denominator converges by `partition_function`.

```lean
/-- Thermal mean of an observable `A` of the interface, for `y > 0` and `A` whose weighted sum
over all configurations converges. -/
def thermalMean {N : ℕ} (y : ℝ) (A : (Fin N → ℤ) → ℝ) : ℝ :=
  (∑' n, A n * weight y n) / ∑' n : Fin N → ℤ, weight y n
```

## From hyperbolic functions to the Boltzmann factor

Put q = exp(−y), so that 0 < q < 1. Multiplying the definitions of sinh and cosh by 2 exp(−y/2) gives

2 exp(−y/2) sinh(y/2) = 1 − q

2 exp(−y/2) cosh(y/2) = 1 + q.

Dividing the second by the first, and squaring the first, yields

coth(y/2) = (1 + q)/(1 − q)

1/(2 sinh²(y/2)) = 2q/(1 − q)².

The facts `hS` and `hC` are the two products. Lean writes coth as cosh divided by sinh.

```lean
/-- For `y > 0`, the hyperbolic functions of `y / 2` in the interface formulas are rational
functions of the Boltzmann factor `exp (-y)`. -/
theorem hyperbolic_eq_rational {y : ℝ} (hy : 0 < y) :
    Real.cosh (y / 2) / Real.sinh (y / 2) = (1 + Real.exp (-y)) / (1 - Real.exp (-y)) ∧
    1 / (2 * Real.sinh (y / 2) ^ 2) = 2 * Real.exp (-y) / (1 - Real.exp (-y)) ^ 2 := by
  have hab : Real.exp (y / 2) * Real.exp (-(y / 2)) = 1 := by
    rw [← Real.exp_add, add_neg_cancel, Real.exp_zero]
  have hq : Real.exp (-y) = Real.exp (-(y / 2)) * Real.exp (-(y / 2)) := by
    rw [← Real.exp_add]
    congr 1
    ring
  have hS : Real.sinh (y / 2) * (2 * Real.exp (-(y / 2))) = 1 - Real.exp (-y) := by
    rw [Real.sinh_eq]
    linear_combination hab + hq
  have hC : Real.cosh (y / 2) * (2 * Real.exp (-(y / 2))) = 1 + Real.exp (-y) := by
    rw [Real.cosh_eq]
    linear_combination hab - hq
  have hs : Real.sinh (y / 2) ≠ 0 := (Real.sinh_pos_iff.mpr (half_pos hy)).ne'
  have h1 : 1 - Real.exp (-y) ≠ 0 :=
    (sub_pos.mpr (Real.exp_lt_one_iff.mpr (neg_lt_zero.mpr hy))).ne'
  constructor
  · rw [div_eq_div_iff hs h1, ← hS, ← hC]
    ring
  · rw [div_eq_div_iff (mul_ne_zero two_ne_zero (pow_ne_zero 2 hs)) (pow_ne_zero 2 h1),
      ← hS, hq]
    ring
```

## Moments of one step

`HasSum f a` says that the family f is summable with sum a. A small lemma lets the terms and the value be rewritten algebraically.

```lean
/-- A convergent sum stays convergent when its terms and its value are replaced by equal ones. -/
private theorem hasSum_rewrite {ι : Type} {f g : ι → ℝ} {a b : ℝ} (h : HasSum g b)
    (hf : ∀ i, f i = g i) (ha : a = b) : HasSum f a := by
  rw [ha, funext hf]
  exact h
```

On the non-negative integers,

∑ qⁿ = 1/(1 − q)

∑ n qⁿ = q/(1 − q)².

Since n² = 2·C(n+2, 2) − 3n − 2, with C the binomial coefficient, and ∑ C(n+2, 2) qⁿ = 1/(1 − q)³,

∑ n² qⁿ = 2/(1 − q)³ − 3q/(1 − q)² − 2/(1 − q) = q(1 + q)/(1 − q)³.

Now add the negative steps and subtract the doubly counted n = 0 term:

∑_{n∈ℤ} w(n) = 2/(1 − q) − 1 = (1 + q)/(1 − q) = Z

∑_{n∈ℤ} n w(n) = 0

∑_{n∈ℤ} n² w(n) = 2q(1 + q)/(1 − q)³ = Z v,

where Z = coth(y/2) and v = 1/(2 sinh²(y/2)). These sums are unnormalised; after division by Z, the mean step is 0 and the mean squared step is v.

In the proof, `g0`, `g1` and `g2` are the three series on the non-negative integers, and `HasSum.of_nat_of_neg` joins the two half-lines.

```lean
/-- For `y > 0`, the weighted sums of `1`, `n` and `n ^ 2` over one height step converge to
`coth (y / 2)`, zero and `coth (y / 2) / (2 sinh (y / 2) ^ 2)`. -/
theorem step_moments {y : ℝ} (hy : 0 < y) :
    HasSum (fun n : ℤ => stepWeight y n) (Real.cosh (y / 2) / Real.sinh (y / 2)) ∧
    HasSum (fun n : ℤ => (n : ℝ) * stepWeight y n) 0 ∧
    HasSum (fun n : ℤ => (n : ℝ) ^ 2 * stepWeight y n)
      (Real.cosh (y / 2) / Real.sinh (y / 2) * (1 / (2 * Real.sinh (y / 2) ^ 2))) := by
  obtain ⟨e1, e2⟩ := hyperbolic_eq_rational hy
  rw [e1, e2]
  have hw : ∀ n : ℕ, stepWeight y (n : ℤ) = Real.exp (-y) ^ n := fun n => by
    rw [stepWeight, ← Real.exp_nat_mul, Int.cast_natCast, Nat.abs_cast, mul_comm]
  have hneg : ∀ n : ℤ, stepWeight y (-n) = stepWeight y n := fun n => by
    simp [stepWeight]
  have w0 : stepWeight y 0 = 1 := by simp [stepWeight]
  have hq0 : 0 < Real.exp (-y) := Real.exp_pos _
  have hq1 : Real.exp (-y) < 1 := Real.exp_lt_one_iff.mpr (neg_lt_zero.mpr hy)
  generalize Real.exp (-y) = q at *
  have hne : 1 - q ≠ 0 := (sub_pos.mpr hq1).ne'
  have hn : ‖q‖ < 1 := by rwa [Real.norm_of_nonneg hq0.le]
  -- the three power series on the non-negative steps
  have g0 := hasSum_geometric_of_lt_one hq0.le hq1
  have g1 := hasSum_coe_mul_geometric_of_norm_lt_one hn
  have g2 : HasSum (fun n : ℕ => (n : ℝ) ^ 2 * q ^ n)
      (2 * (1 / (1 - q) ^ (2 + 1)) - 3 * (q / (1 - q) ^ 2) - 2 * (1 - q)⁻¹) := by
    have h := (((hasSum_choose_mul_geometric_of_norm_lt_one 2 hn).mul_left 2).sub
      (g1.mul_left 3)).sub (g0.mul_left 2)
    refine hasSum_rewrite h (fun n => ?_) rfl
    rw [Nat.cast_choose_two]
    push_cast
    ring
  -- positive and negative steps are combined, the flat step being counted once
  refine ⟨?_, ?_, ?_⟩
  · have h := HasSum.of_nat_of_neg (f := fun n : ℤ => stepWeight y n)
      (by simpa only [hw] using g0) (by simpa only [hneg, hw] using g0)
    refine hasSum_rewrite h (fun _ => rfl) ?_
    rw [w0]
    linear_combination -(mul_inv_cancel₀ hne)
  · have h := HasSum.of_nat_of_neg (f := fun n : ℤ => (n : ℝ) * stepWeight y n)
      (by simpa only [hw, Int.cast_natCast] using g1)
      (by simpa only [hneg, hw, Int.cast_neg, Int.cast_natCast, neg_mul] using g1.neg)
    refine hasSum_rewrite h (fun _ => rfl) ?_
    simp
  · have h := HasSum.of_nat_of_neg (f := fun n : ℤ => (n : ℝ) ^ 2 * stepWeight y n)
      (by simpa only [hw, Int.cast_natCast] using g2)
      (by simpa only [hneg, hw, Int.cast_neg, Int.cast_natCast, neg_sq] using g2)
    refine hasSum_rewrite h (fun _ => rfl) ?_
    rw [w0, Int.cast_zero]
    field_simp
    ring
```

## Adding steps one at a time

For real coefficients c_i, let X = ∑ c_i n_i. The claim is

∑ W = Z^N

∑ X W = 0

∑ X² W = Z^N v ∑ c_i².

For N = 0 there is one configuration, with W = 1 and X = 0. For N + 1 steps, separate the first step a = n_0 from the others, m_i = n_{i+1}. With R = ∑ c_{i+1} m_i,

X = c_0 a + R and W(n) = w(a) W(m).

The zeroth moment is Z · Z^N. The first is c_0 · 0 · Z^N + Z · 0 = 0. The second is

∑ X² W = c_0² (Z v) Z^N + 2c_0 · 0 · 0 + Z · Z^N v ∑ c_{i+1}² = Z^{N+1} v ∑ c_i².

The device behind this separation is `Fin.consEquiv`, a bijection between pairs (a, m) and configurations of N + 1 steps. Its `hasSum_iff` carries a sum over pairs to a sum over configurations, convergence included; this is `key`. The companion fact `pr` multiplies two absolutely convergent sums, and `hW` factorises the weight.

```lean
/-- For `y > 0` and real coefficients `c i`, the weighted sums of `1`, `∑ c i * n i` and its
square over all interfaces of `N` steps converge to the stated values. -/
theorem chain_moments {y : ℝ} (hy : 0 < y) (N : ℕ) (c : Fin N → ℝ) :
    HasSum (fun n : Fin N → ℤ => weight y n) ((Real.cosh (y / 2) / Real.sinh (y / 2)) ^ N) ∧
    HasSum (fun n : Fin N → ℤ => (∑ i, c i * (n i : ℝ)) * weight y n) 0 ∧
    HasSum (fun n : Fin N → ℤ => (∑ i, c i * (n i : ℝ)) ^ 2 * weight y n)
      ((Real.cosh (y / 2) / Real.sinh (y / 2)) ^ N *
        ((∑ i, c i ^ 2) * (1 / (2 * Real.sinh (y / 2) ^ 2)))) := by
  obtain ⟨s0, s1, s2⟩ := step_moments hy
  generalize Real.cosh (y / 2) / Real.sinh (y / 2) = Z at *
  generalize 1 / (2 * Real.sinh (y / 2) ^ 2) = v at *
  induction N with
  | zero =>
    have h0 : ∀ (f : (Fin 0 → ℤ) → ℝ) (a : ℝ), (∀ x, f x = a) → HasSum f a :=
      fun f a h => by
        have hu := hasSum_unique f
        rw [h] at hu
        exact hu
    exact ⟨h0 _ _ (by simp [weight]), h0 _ _ (by simp), h0 _ _ (by simp)⟩
  | succ N ih =>
    obtain ⟨i0, i1, i2⟩ := ih (fun i => c i.succ)
    -- an interface is its first step together with the remaining ones
    have key : ∀ (F : (Fin (N + 1) → ℤ) → ℝ) (a : ℝ),
        HasSum (fun p : ℤ × (Fin N → ℤ) => F (Fin.cons p.1 p.2 : Fin (N + 1) → ℤ)) a →
        HasSum F a :=
      fun F a h => (Fin.consEquiv (fun _ : Fin (N + 1) => ℤ)).hasSum_iff.mp h
    have pr : ∀ {f : ℤ → ℝ} {g : (Fin N → ℤ) → ℝ} {a b : ℝ}, HasSum f a → HasSum g b →
        HasSum (fun p : ℤ × (Fin N → ℤ) => f p.1 * g p.2) (a * b) :=
      fun hf hg => hf.mul hg (summable_mul_of_summable_norm
        (summable_norm_iff.mpr hf.summable) (summable_norm_iff.mpr hg.summable))
    have hW : ∀ (a : ℤ) (m : Fin N → ℤ),
        weight y (Fin.cons a m : Fin (N + 1) → ℤ) = stepWeight y a * weight y m :=
      fun a m => by
        simp only [weight, stepWeight, Fin.sum_univ_succ, Fin.cons_zero, Fin.cons_succ,
          mul_add, Real.exp_add]
    refine ⟨key _ _ ?_, key _ _ ?_, key _ _ ?_⟩
    · exact hasSum_rewrite (pr s0 i0) (fun p => hW p.1 p.2) (pow_succ' Z N)
    · have h := ((pr s1 i0).mul_left (c 0)).add (pr s0 i1)
      refine hasSum_rewrite h (fun p => ?_) ?_
      · rw [hW, Fin.sum_univ_succ]
        simp only [Fin.cons_zero, Fin.cons_succ]
        ring
      · ring
    · -- the cross term carries the vanishing mean step
      have h := (((pr s2 i0).mul_left (c 0 ^ 2)).add ((pr s1 i1).mul_left (2 * c 0))).add
        (pr s0 i2)
      refine hasSum_rewrite h (fun p => ?_) ?_
      · rw [hW, Fin.sum_univ_succ]
        simp only [Fin.cons_zero, Fin.cons_succ]
        ring
      · rw [Fin.sum_univ_succ]
        ring
```

Its first component is the partition function.

```lean
/-- For `y > 0`, the partition function of an interface of `N` steps converges to
`coth (y / 2) ^ N`. -/
theorem partition_function {y : ℝ} (hy : 0 < y) (N : ℕ) :
    HasSum (fun n : Fin N → ℤ => weight y n)
      ((Real.cosh (y / 2) / Real.sinh (y / 2)) ^ N) :=
  (chain_moments hy N 0).1
```

The condition y > 0 cannot be relaxed to y ≥ 0 here: for y = 0 and N = 1, every integer step has weight 1, and the partition sum diverges.

## Height differences and roughness

For columns j ≤ k ≤ N,

h_k − h_j = ∑_{j≤i<k} n_i.

This is X with c_i = 1 for j ≤ i < k and c_i = 0 otherwise, so ∑ c_i² = k − j. Dividing by the partition function gives

⟨(h_k − h_j)²⟩ = Z^N (k − j) v / Z^N = (k − j)/(2 sinh²(y/2)).

The facts `hc` and `hcard` check the coefficients and their count; `hZ` permits the cancellation.

```lean
/-- For `y > 0` and columns `j ≤ k ≤ N`, the mean squared height difference between the columns
is a convergent average equal to `(k - j) / (2 sinh (y / 2) ^ 2)`. -/
theorem height_difference_sq {y : ℝ} (hy : 0 < y) {N j k : ℕ} (hjk : j ≤ k) (hkN : k ≤ N) :
    Summable (fun n : Fin N → ℤ => ((height n k - height n j : ℤ) : ℝ) ^ 2 * weight y n) ∧
    thermalMean y (fun n : Fin N → ℤ => ((height n k - height n j : ℤ) : ℝ) ^ 2) =
      ((k : ℝ) - j) / (2 * Real.sinh (y / 2) ^ 2) := by
  -- the height difference collects the steps between the two columns
  have hc : ∀ n : Fin N → ℤ, ((height n k - height n j : ℤ) : ℝ) =
      ∑ i : Fin N, (if j ≤ i.val ∧ i.val < k then (1 : ℝ) else 0) * (n i : ℝ) := fun n => by
    simp only [height]
    push_cast
    rw [← Finset.sum_sub_distrib]
    refine Finset.sum_congr rfl fun i _ => ?_
    rcases lt_or_ge i.val j with h | h
    · simp [h, h.trans_le hjk, not_le.mpr h]
    · simp [h, not_lt.mpr h]
  have hcard : ∑ i : Fin N, (if j ≤ i.val ∧ i.val < k then (1 : ℝ) else 0) ^ 2 =
      (k : ℝ) - j := by
    have hf : (Finset.range N).filter (fun i => j ≤ i ∧ i < k) = Finset.Ico j k := by
      ext i
      simp only [Finset.mem_filter, Finset.mem_range, Finset.mem_Ico]
      omega
    rw [Fin.sum_univ_eq_sum_range
      (fun i => (if j ≤ i ∧ i < k then (1 : ℝ) else 0) ^ 2) N]
    simp only [ite_pow, one_pow, zero_pow two_ne_zero, Finset.sum_boole]
    rw [hf, Nat.card_Ico, Nat.cast_sub hjk]
  obtain ⟨h0, -, h2⟩ := chain_moments hy N
    (fun i => if j ≤ i.val ∧ i.val < k then (1 : ℝ) else 0)
  have hZ : (Real.cosh (y / 2) / Real.sinh (y / 2)) ^ N ≠ 0 :=
    pow_ne_zero N (div_pos (Real.cosh_pos _) (Real.sinh_pos_iff.mpr (half_pos hy))).ne'
  simp only [thermalMean, hc]
  refine ⟨h2.summable, ?_⟩
  rw [h2.tsum_eq, h0.tsum_eq, mul_div_cancel_left₀ _ hZ, hcard, mul_one_div]
```

Setting j = 0 and k = N gives the end-to-end formula, which is zero for N = 0.

```lean
/-- For `y > 0`, the mean squared end-to-end height difference of an interface of `N` steps is
a convergent average equal to `N / (2 sinh (y / 2) ^ 2)`. -/
theorem end_to_end_sq {y : ℝ} (hy : 0 < y) (N : ℕ) :
    Summable (fun n : Fin N → ℤ => ((∑ i, n i : ℤ) : ℝ) ^ 2 * weight y n) ∧
    thermalMean y (fun n : Fin N → ℤ => ((∑ i, n i : ℤ) : ℝ) ^ 2) =
      N / (2 * Real.sinh (y / 2) ^ 2) := by
  simpa [height] using height_difference_sq hy (Nat.zero_le N) le_rfl
```

At fixed y > 0, N is multiplied by a positive constant, so

N/(2 sinh²(y/2)) → ∞ as N → ∞.

In this sense the interface is rough at every positive temperature. `Tendsto … atTop atTop` expresses this divergence.

```lean
/-- For every `y > 0`, the mean squared end-to-end height difference grows without bound as the
number of steps tends to infinity. -/
theorem interface_rough {y : ℝ} (hy : 0 < y) :
    Tendsto (fun N : ℕ => thermalMean y (fun n : Fin N → ℤ => ((∑ i, n i : ℤ) : ℝ) ^ 2))
      atTop atTop := by
  have hs : 0 < Real.sinh (y / 2) := Real.sinh_pos_iff.mpr (half_pos hy)
  have hpos : 0 < 2 * Real.sinh (y / 2) ^ 2 := by positivity
  rw [funext fun N => (end_to_end_sq hy N).2]
  exact tendsto_natCast_atTop_atTop.atTop_div_const hpos

end

end SolidOnSolidInterface
```

```lean
#print axioms SolidOnSolidInterface.partition_function
#print axioms SolidOnSolidInterface.interface_rough
```

```
'SolidOnSolidInterface.partition_function' depends on axioms: [propext, Classical.choice, Quot.sound]
'SolidOnSolidInterface.interface_rough' depends on axioms: [propext, Classical.choice, Quot.sound]
```

## From the step model to a real interface

Applying the formulas to a material requires identifying its interface energy, measured from that of the flat interface, with J ∑ |n_i|. That identification neglects overhangs, bubbles and interactions between steps, and it is an assumption about the material. For simulations of two-phase coexistence in a plane, this model of independent steps with a free end shows why an interfacial fluctuation should be reported together with the length over which it was measured.
